# Between hard walls, the interior force misses the acceleration element of opposite-parity box states

A particle in a flat box feels no force until it reaches a wall. Its transition elements can be computed from the position, from the derivative or from the force. In the last case the potential inside the box contributes nothing, although the particle does turn round at the walls.

## Three elements for the box on $[0,\pi]$

Take units with $\hbar=\text{mass}=1$. The box states are $\phi_n(x)=\sqrt{2/\pi}\,\sin(nx)$, with energies $\varepsilon_n=n^2/2$ and potential $V=0$ inside. For positive integers $m,n$ with $m+n$ odd,

$$\langle \phi_m,x\,\phi_n\rangle=-\frac{8mn}{\pi(m^2-n^2)^2},\qquad \langle \phi_m,\partial_x\phi_n\rangle=\frac{4mn}{\pi(m^2-n^2)}.$$

These satisfy the length–velocity relation $(\varepsilon_m-\varepsilon_n)\langle \phi_m,x\,\phi_n\rangle=-\langle \phi_m,\partial_x\phi_n\rangle$. The acceleration form would equate $(\varepsilon_m-\varepsilon_n)\langle \phi_m,\partial_x\phi_n\rangle$ with $\langle \phi_m,-V'\phi_n\rangle$. The second is zero and the first is not.

## Comparing dipole forms in a simulation box

A code that computes dipole transitions can compare the three forms as a consistency check. For one particle in one dimension with states forced to zero at the box edges, a mismatch in the acceleration form may come from a missing wall term, even when the states are exact. The term is small for states whose slopes at the edges are small, and it can matter for states that fill the box: between the flat-box states above it is nonzero when $m+n$ is odd and zero when $m+n$ is even.

## Two antiderivatives and one surviving boundary term

Let $u,v$ be real, vanish at the walls $a,b$, and solve
$$u''=2(V-E_1)u,\qquad v''=2(V-E_2)v.$$

For the length–velocity relation, differentiate
$$G=\tfrac12x(uv'-u'v)+\tfrac12uv.$$
The terms with $u'v$ cancel, and $uv''-u''v=2(E_1-E_2)uv$, so
$$G'=\tfrac12(uv'-u'v)+\tfrac12x(uv''-u''v)+\tfrac12(u'v+uv')=(E_1-E_2)\,x\,uv+uv'.$$
Every term of $G$ contains $u$ or $v$, so $G(a)=G(b)=0$. Integration gives
$$(E_1-E_2)\langle u,xv\rangle=-\langle u,v'\rangle.$$

For the acceleration relation, let $V$ be differentiable with continuous derivative, and differentiate
$$K=(V-E_2)uv-\tfrac12u'v'.$$
Then
$$K'=V'uv+(V-E_2)(u'v+uv')-(V-E_1)uv'-(V-E_2)u'v=(E_1-E_2)uv'+V'uv.$$
At the walls the first term of $K$ vanishes, but the product of slopes remains:
$$(E_1-E_2)\langle u,v'\rangle=\langle u,-V'v\rangle-\tfrac12\big[u'(b)v'(b)-u'(a)v'(a)\big].$$
The bracket carries the force exerted by the walls.

For the box, $\phi_n'(0)=\sqrt{2/\pi}\,n$ and $\phi_n'(\pi)=\sqrt{2/\pi}\,n(-1)^n$. With $V=0$,
$$(\varepsilon_m-\varepsilon_n)\langle\phi_m,\partial_x\phi_n\rangle=\frac{mn\,(1-(-1)^{m+n})}{\pi}.$$
For positive $m,n$ this vanishes exactly when $m+n$ is even. When $m+n$ is odd it equals $2mn/\pi$, and $m\neq n$. Dividing by $(m^2-n^2)/2$ gives the velocity element; dividing that by $-(m^2-n^2)/2$ gives the length element.

## The two lowest states

For $m=1$, $n=2$ the energy difference is $-3/2$. The formulas give
$$\langle\phi_1,\partial_x\phi_2\rangle=-\frac{8}{3\pi}\approx-0.849,\qquad\langle\phi_1,x\,\phi_2\rangle=-\frac{16}{9\pi}\approx-0.566.$$
The length–velocity relation reads $(-3/2)(-16/(9\pi))=8/(3\pi)$, as it should. The acceleration form would need $(-3/2)(-8/(3\pi))=4/\pi\approx1.273$ to equal zero. The slope products are $4/\pi$ at the left wall and $-4/\pi$ at the right, so the wall term is $-\tfrac12(-8/\pi)=4/\pi$, which is the missing amount.

## The Lean file

```lean
import Mathlib

open scoped Real

namespace HardWallAcceleration

noncomputable section

/-- A real stationary state `u` of energy `E` in the potential `V` between hard walls at `a` and
`b`, in units with `ħ = mass = 1`: it solves `-u''/2 + V u = E u` and vanishes at the walls. The
definition also admits the zero function, which is not a physical state. -/
structure IsWellState (a b : ℝ) (V : ℝ → ℝ) (E : ℝ) (u : ℝ → ℝ) : Prop where
  diff : ∀ x ∈ Set.uIcc a b, DifferentiableAt ℝ u x
  schrodinger : ∀ x ∈ Set.uIcc a b, HasDerivAt (deriv u) (2 * (V x - E) * u x) x
  left : u a = 0
  right : u b = 0

/-- The length-form matrix element `⟨u, x v⟩`. -/
def lengthElement (a b : ℝ) (u v : ℝ → ℝ) : ℝ := ∫ x in a..b, u x * (x * v x)

/-- The velocity-form matrix element `⟨u, ∂ₓ v⟩`. -/
def velocityElement (a b : ℝ) (u v : ℝ → ℝ) : ℝ := ∫ x in a..b, u x * deriv v x

/-- The matrix element `⟨u, -V' v⟩` of the force inside the well. -/
def forceElement (a b : ℝ) (V u v : ℝ → ℝ) : ℝ := ∫ x in a..b, u x * (-deriv V x * v x)

variable {a b E₁ E₂ : ℝ} {V u v : ℝ → ℝ}

/-- For two states of the same hard-wall well, the energy difference times the length element
is minus the velocity element. -/
theorem length_velocity (hu : IsWellState a b V E₁ u) (hv : IsWellState a b V E₂ v) :
    (E₁ - E₂) * lengthElement a b u v = -velocityElement a b u v := by
  have cu : ContinuousOn u (Set.uIcc a b) :=
    fun x hx => (hu.diff x hx).continuousAt.continuousWithinAt
  have cv : ContinuousOn v (Set.uIcc a b) :=
    fun x hx => (hv.diff x hx).continuousAt.continuousWithinAt
  have cv' : ContinuousOn (deriv v) (Set.uIcc a b) :=
    fun x hx => (hv.schrodinger x hx).continuousAt.continuousWithinAt
  have h1 : IntervalIntegrable (fun x => u x * (x * v x)) MeasureTheory.volume a b :=
    (cu.mul (continuousOn_id.mul cv)).intervalIntegrable
  have h2 : IntervalIntegrable (fun x => u x * deriv v x) MeasureTheory.volume a b :=
    (cu.mul cv').intervalIntegrable
  -- an antiderivative that vanishes at both walls
  have hG : ∀ x ∈ Set.uIcc a b, HasDerivAt
      (fun x => x * (u x * deriv v x - deriv u x * v x) / 2 + u x * v x / 2)
      ((E₁ - E₂) * (u x * (x * v x)) + u x * deriv v x) x := by
    intro x hx
    have du := (hu.diff x hx).hasDerivAt
    have dv := (hv.diff x hx).hasDerivAt
    have du' := hu.schrodinger x hx
    have dv' := hv.schrodinger x hx
    have h := (((hasDerivAt_id' x).fun_mul
      ((du.fun_mul dv').fun_sub (du'.fun_mul dv))).div_const 2).fun_add
      ((du.fun_mul dv).div_const 2)
    exact h.congr_deriv (by ring)
  have split : ∫ x in a..b, ((E₁ - E₂) * (u x * (x * v x)) + u x * deriv v x)
      = (E₁ - E₂) * lengthElement a b u v + velocityElement a b u v := by
    rw [intervalIntegral.integral_add (h1.const_mul _) h2, intervalIntegral.integral_const_mul]
    rfl
  have key := intervalIntegral.integral_eq_sub_of_hasDerivAt hG ((h1.const_mul _).add h2)
  rw [split] at key
  simp only [hu.left, hu.right, hv.left, hv.right] at key
  linear_combination key

/-- For two states of the same hard-wall well, the energy difference times the velocity element
is the interior force element plus a term made of the slopes of the states at the walls. -/
theorem acceleration_with_walls (hu : IsWellState a b V E₁ u) (hv : IsWellState a b V E₂ v)
    (hV : ∀ x ∈ Set.uIcc a b, DifferentiableAt ℝ V x)
    (hV' : ContinuousOn (deriv V) (Set.uIcc a b)) :
    (E₁ - E₂) * velocityElement a b u v = forceElement a b V u v
      - (deriv u b * deriv v b - deriv u a * deriv v a) / 2 := by
  have cu : ContinuousOn u (Set.uIcc a b) :=
    fun x hx => (hu.diff x hx).continuousAt.continuousWithinAt
  have cv : ContinuousOn v (Set.uIcc a b) :=
    fun x hx => (hv.diff x hx).continuousAt.continuousWithinAt
  have cv' : ContinuousOn (deriv v) (Set.uIcc a b) :=
    fun x hx => (hv.schrodinger x hx).continuousAt.continuousWithinAt
  have h1 : IntervalIntegrable (fun x => u x * deriv v x) MeasureTheory.volume a b :=
    (cu.mul cv').intervalIntegrable
  have h2 : IntervalIntegrable (fun x => u x * (-deriv V x * v x)) MeasureTheory.volume a b :=
    (cu.mul (hV'.neg.mul cv)).intervalIntegrable
  -- here the product of slopes survives at the walls
  have hG : ∀ x ∈ Set.uIcc a b, HasDerivAt
      (fun x => (V x - E₂) * (u x * v x) - deriv u x * deriv v x / 2)
      ((E₁ - E₂) * (u x * deriv v x) - u x * (-deriv V x * v x)) x := by
    intro x hx
    have du := (hu.diff x hx).hasDerivAt
    have dv := (hv.diff x hx).hasDerivAt
    have h := (((hV x hx).hasDerivAt.sub_const E₂).fun_mul (du.fun_mul dv)).fun_sub
      (((hu.schrodinger x hx).fun_mul (hv.schrodinger x hx)).div_const 2)
    exact h.congr_deriv (by ring)
  have split : ∫ x in a..b, ((E₁ - E₂) * (u x * deriv v x) - u x * (-deriv V x * v x))
      = (E₁ - E₂) * velocityElement a b u v - forceElement a b V u v := by
    rw [intervalIntegral.integral_sub (h1.const_mul _) h2, intervalIntegral.integral_const_mul]
    rfl
  have key := intervalIntegral.integral_eq_sub_of_hasDerivAt hG ((h1.const_mul _).sub h2)
  rw [split] at key
  simp only [hu.left, hu.right, hv.left, hv.right] at key
  linear_combination key

/-- The function `√(2/π) sin(nx)`: a box state for `n ≥ 1`, and the zero function for `n = 0`. -/
def boxState (n : ℕ) (x : ℝ) : ℝ := √(2 / π) * Real.sin (n * x)

/-- The box energy `n²/2`. -/
def boxEnergy (n : ℕ) : ℝ := (n : ℝ) ^ 2 / 2

/-- The slope of a box state is `√(2/π) n cos(nx)`. -/
theorem hasDerivAt_boxState (n : ℕ) (x : ℝ) :
    HasDerivAt (boxState n) (√(2 / π) * (n * Real.cos (n * x))) x := by
  have h0 : HasDerivAt (fun y : ℝ => (n : ℝ) * y) n x := by
    simpa using (hasDerivAt_id' x).const_mul (n : ℝ)
  exact (h0.sin.const_mul (√(2 / π))).congr_deriv (by ring)

/-- Each `boxState n` satisfies `IsWellState` for hard walls at `0` and `π` with zero potential
inside and energy `n²/2`. -/
theorem boxState_witness (n : ℕ) :
    IsWellState 0 π (fun _ => 0) (boxEnergy n) (boxState n) where
  diff x _ := (hasDerivAt_boxState n x).differentiableAt
  schrodinger x _ := by
    have hd : deriv (boxState n) = fun y => √(2 / π) * (n * Real.cos (n * y)) :=
      funext fun y => (hasDerivAt_boxState n y).deriv
    have h0 : HasDerivAt (fun y : ℝ => (n : ℝ) * y) n x := by
      simpa using (hasDerivAt_id' x).const_mul (n : ℝ)
    rw [hd]
    exact ((h0.cos.const_mul (n : ℝ)).const_mul (√(2 / π))).congr_deriv (by
      simp only [boxState, boxEnergy]; ring)
  left := by simp [boxState]
  right := by simp [boxState, Real.sin_nat_mul_pi]

/-- The interior force element between box states is zero. -/
theorem box_force (m n : ℕ) :
    forceElement 0 π (fun _ => 0) (boxState m) (boxState n) = 0 := by
  simp [forceElement]

/-- For box states the energy difference times the velocity element is
`mn(1 - (-1)^(m+n))/π`. -/
theorem box_wall_term (m n : ℕ) :
    (boxEnergy m - boxEnergy n) * velocityElement 0 π (boxState m) (boxState n)
      = m * n * (1 - (-1) ^ (m + n)) / π := by
  have h := acceleration_with_walls (boxState_witness m) (boxState_witness n)
    (fun x _ => differentiableAt_const _) (by rw [deriv_const']; exact continuousOn_const)
  have hs : √(2 / π) * √(2 / π) = 2 / π := Real.mul_self_sqrt (by positivity)
  simp only [box_force, (hasDerivAt_boxState _ _).deriv, Real.cos_nat_mul_pi, mul_zero,
    Real.cos_zero] at h
  rw [h, pow_add]
  linear_combination ((m : ℝ) * n * (1 - (-1) ^ m * (-1) ^ n) / 2) * hs

/-- For positive `m` and `n`, the acceleration form with the interior force alone holds between
box states exactly when `m + n` is even. -/
theorem naive_acceleration_iff {m n : ℕ} (hm : 0 < m) (hn : 0 < n) :
    (boxEnergy m - boxEnergy n) * velocityElement 0 π (boxState m) (boxState n)
      = forceElement 0 π (fun _ => 0) (boxState m) (boxState n) ↔ Even (m + n) := by
  rw [box_wall_term, box_force]
  rcases Nat.even_or_odd (m + n) with he | ho
  · exact ⟨fun _ => he, fun _ => by rw [he.neg_one_pow]; ring⟩
  · refine ⟨fun h => absurd h ?_, fun he => absurd ho (Nat.not_odd_iff_even.mpr he)⟩
    rw [ho.neg_one_pow]
    have hm' : (0 : ℝ) < m := by exact_mod_cast hm
    have hn' : (0 : ℝ) < n := by exact_mod_cast hn
    have h2 : (0 : ℝ) < 1 - -1 := by norm_num
    exact (div_pos (mul_pos (mul_pos hm' hn') h2) Real.pi_pos).ne'

/-- For positive `m`, `n` with `m + n` odd, the length and velocity elements between box states have
the stated closed forms and satisfy the length–velocity relation, while the acceleration form with
the interior force alone fails. -/
theorem acceleration_form_fails {m n : ℕ} (hm : 0 < m) (hn : 0 < n) (ho : Odd (m + n)) :
    lengthElement 0 π (boxState m) (boxState n)
        = -8 * m * n / (π * ((m : ℝ) ^ 2 - n ^ 2) ^ 2) ∧
    velocityElement 0 π (boxState m) (boxState n)
        = 4 * m * n / (π * ((m : ℝ) ^ 2 - n ^ 2)) ∧
    (boxEnergy m - boxEnergy n) * lengthElement 0 π (boxState m) (boxState n)
        = -velocityElement 0 π (boxState m) (boxState n) ∧
    (boxEnergy m - boxEnergy n) * velocityElement 0 π (boxState m) (boxState n)
        ≠ forceElement 0 π (fun _ => 0) (boxState m) (boxState n) := by
  -- opposite parity makes the two energies different
  have hne : (m : ℝ) ^ 2 - n ^ 2 ≠ 0 := by
    intro h
    have h1 : (m : ℝ) ^ 2 = (n : ℝ) ^ 2 := by linarith
    have h2 : m ^ 2 = n ^ 2 := by exact_mod_cast h1
    have h3 : m = n := (pow_left_inj₀ (Nat.zero_le _) (Nat.zero_le _) two_ne_zero).mp h2
    obtain ⟨k, hk⟩ := ho
    omega
  have hlv := length_velocity (boxState_witness m) (boxState_witness n)
  have hw := box_wall_term m n
  rw [ho.neg_one_pow, eq_div_iff Real.pi_ne_zero] at hw
  have hv : velocityElement 0 π (boxState m) (boxState n) * (π * ((m : ℝ) ^ 2 - n ^ 2))
      = 4 * m * n := by
    simp only [boxEnergy] at hw
    linear_combination 2 * hw
  refine ⟨?_, ?_, hlv, fun h => ?_⟩
  · rw [eq_div_iff (mul_ne_zero Real.pi_ne_zero (pow_ne_zero 2 hne))]
    simp only [boxEnergy] at hlv
    linear_combination 2 * π * ((m : ℝ) ^ 2 - n ^ 2) * hlv - 2 * hv
  · rw [eq_div_iff (mul_ne_zero Real.pi_ne_zero hne)]
    exact hv
  · exact Nat.not_even_iff_odd.mpr ho ((naive_acceleration_iff hm hn).mp h)

end

end HardWallAcceleration
```

```lean
#print axioms HardWallAcceleration.box_force
#print axioms HardWallAcceleration.acceleration_form_fails
```

```
'HardWallAcceleration.box_force' depends on axioms: [propext, Classical.choice, Quot.sound]
'HardWallAcceleration.acceleration_form_fails' depends on axioms: [propext, Classical.choice, Quot.sound]
```

## How the file encodes the well

`IsWellState a b V E u` says that `u` solves the stationary equation on the closed interval and vanishes at both ends. The equation is stated as a derivative of `deriv u`. Derivatives at the walls are two-sided, so `u` stands for a smooth continuation past the wall, as the sine has, and not for a function cut to zero outside. Normalisation is not required, and the zero function, which is `boxState 0`, is admitted although it is not a physical state.

`lengthElement`, `velocityElement` and `forceElement` are the three integrals. The velocity element uses $\partial_x$, without the factor $-i$ of the momentum. `forceElement` contains only $-V'$ inside the well; the walls enter through the boundary conditions.

## From the derivative check to the closed forms

The proof turns on `intervalIntegral.integral_eq_sub_of_hasDerivAt`, Mathlib's fundamental theorem of calculus in this form: if a function has a given integrable derivative at every point of the interval, the integral is the difference of its end values. In `length_velocity` and `acceleration_with_walls`, `hG` supplies the derivatives of $G$ and $K$. The product rule produces an expression, the Schrödinger equation replaces the second derivatives, and `ring` confirms that it equals the integrand. The boundary values then remove every term containing `u` or `v` at a wall.

`boxState_witness` shows that the sine functions meet the definition. `box_wall_term` inserts their slopes, and `naive_acceleration_iff` reads off the parity criterion. `acceleration_form_fails` first shows $m^2\neq n^2$, then solves for the two elements. No trigonometric integral is evaluated.

## Exact states, smooth interior potentials

The two general relations concern exact real eigenstates of one particle in one dimension. The length–velocity relation puts no separate smoothness condition on $V$, but the definition of a state asks for a second derivative at every point, which already excludes a jump of $V$ where the state is nonzero. The acceleration relation assumes $V$ differentiable with continuous derivative up to the walls, which excludes interior jumps and Coulomb singularities. The closed forms are for the flat box of width $\pi$. Grid and basis-set errors are not treated, nor is the limit in which a finite barrier becomes a hard wall.
